# The Hermitian parts of a complex matrix give the real and imaginary parts of its expectation values

The declaration `cartesian_decomposition` states that every finite complex square matrix A can be written as H + iK for exactly one pair of Hermitian matrices, namely H = (A + A†)/2 and K = (A − A†)/(2i). It also states that, for every vector x, the real part of ⟨x, A x⟩ is ⟨x, H x⟩ and the imaginary part is ⟨x, K x⟩. The vector need not be normalised; for nonzero x, dividing by ⟨x, x⟩ gives the same relations for normalised expectation values. The proof takes the decomposition and its uniqueness from earlier lemmas. For the expectation values it first shows that ⟨x, (H + iK) x⟩ = ⟨x, H x⟩ + i⟨x, K x⟩, then uses the fact that Hermitian matrices have real expectation values.

As first written in Lean, the proof fails:

```lean
import Mathlib

open Matrix

namespace CartesianDecomposition

noncomputable section

variable {n : Type*}

/-- The Hermitian part `H = (A + A†)/2` of a complex square matrix. -/
def hermPart (A : Matrix n n ℂ) : Matrix n n ℂ := (1 / 2 : ℂ) • (A + Aᴴ)

/-- The gain-loss part `K = (A - A†)/(2i)` of a complex square matrix. -/
def gainPart (A : Matrix n n ℂ) : Matrix n n ℂ := (1 / (2 * Complex.I)) • (A - Aᴴ)

/-- The part `H = (A + A†)/2` is Hermitian. -/
theorem hermPart_isHermitian (A : Matrix n n ℂ) : (hermPart A).IsHermitian := by
  have h : star (1 / 2 : ℂ) = 1 / 2 := by simp
  refine Matrix.IsHermitian.ext fun i j => ?_
  simp only [hermPart, Matrix.smul_apply, Matrix.add_apply, conjTranspose_apply, smul_eq_mul,
    star_mul', star_add, star_star, h]
  ring

/-- The part `K = (A - A†)/(2i)` is Hermitian. -/
theorem gainPart_isHermitian (A : Matrix n n ℂ) : (gainPart A).IsHermitian := by
  have h : star (1 / (2 * Complex.I)) = -(1 / (2 * Complex.I)) := by simp
  refine Matrix.IsHermitian.ext fun i j => ?_
  simp only [gainPart, Matrix.smul_apply, Matrix.sub_apply, conjTranspose_apply, smul_eq_mul,
    star_mul', star_sub, star_star, h]
  ring

/-- Every complex square matrix is `H + iK`, with `H` its Hermitian part and `K` its
gain-loss part. -/
theorem eq_hermPart_add (A : Matrix n n ℂ) :
    A = hermPart A + Complex.I • gainPart A := by
  have h0 := Complex.I_ne_zero
  have hI : Complex.I * (1 / (2 * Complex.I)) = 1 / 2 := by field_simp
  ext i j
  simp only [hermPart, gainPart, Matrix.smul_apply, Matrix.add_apply, Matrix.sub_apply,
    conjTranspose_apply,
    smul_eq_mul]
  linear_combination (-(A i j - star (A j i))) * hI

/-- If `A = H + iK` with `H` and `K` Hermitian, then `H = (A + A†)/2` and
`K = (A - A†)/(2i)`. -/
theorem parts_unique {A H K : Matrix n n ℂ} (hH : H.IsHermitian) (hK : K.IsHermitian)
    (h : A = H + Complex.I • K) : H = hermPart A ∧ K = gainPart A := by
  -- the adjoint flips the sign of the second part
  have hA : Aᴴ = H - Complex.I • K := by
    rw [h, conjTranspose_add, conjTranspose_smul, hH.eq, hK.eq, Complex.star_def,
      Complex.conj_I, neg_smul, sub_eq_add_neg]
  constructor
  · rw [hermPart, hA, h]
    module
  · have h2 : A - Aᴴ = (2 * Complex.I) • K := by
      rw [hA, h]
      module
    have h3 : (2 * Complex.I) ≠ 0 := mul_ne_zero two_ne_zero Complex.I_ne_zero
    rw [gainPart, h2, smul_smul, one_div, inv_mul_cancel₀ h3, one_smul]

variable [Fintype n]

/-- The expectation value `⟨x, A x⟩`, for a vector `x` that need not be normalised. -/
def expect (A : Matrix n n ℂ) (x : n → ℂ) : ℂ := star x ⬝ᵥ A *ᵥ x

/-- A Hermitian matrix has real expectation values. -/
theorem expect_im_eq_zero {H : Matrix n n ℂ} (hH : H.IsHermitian) (x : n → ℂ) :
    (expect H x).im = 0 := by
  -- conjugating the expectation value replaces the matrix by its adjoint
  have h : star (expect H x) = expect Hᴴ x := by
    simp only [expect, dotProduct, mulVec, Finset.mul_sum, star_sum, star_mul',
      Pi.star_apply, star_star, conjTranspose_apply]
    rw [Finset.sum_comm]
    refine Finset.sum_congr rfl fun i _ => Finset.sum_congr rfl fun j _ => ?_
    ring
  rw [hH.eq] at h
  exact Complex.conj_eq_iff_im.mp h

/-- Every complex square matrix is `H + iK` for exactly one pair of Hermitian matrices, and
for every vector the real part of `⟨x, A x⟩` is `⟨x, H x⟩` and the imaginary part is
`⟨x, K x⟩`. -/
theorem cartesian_decomposition (A : Matrix n n ℂ) :
    ((hermPart A).IsHermitian ∧ (gainPart A).IsHermitian ∧
      A = hermPart A + Complex.I • gainPart A) ∧
    (∀ H K : Matrix n n ℂ, H.IsHermitian → K.IsHermitian → A = H + Complex.I • K →
      H = hermPart A ∧ K = gainPart A) ∧
    ∀ x : n → ℂ, ((expect A x).re : ℂ) = expect (hermPart A) x ∧
      ((expect A x).im : ℂ) = expect (gainPart A) x := by
  refine ⟨⟨hermPart_isHermitian A, gainPart_isHermitian A, eq_hermPart_add A⟩,
    fun H K hH hK h => parts_unique hH hK h, fun x => ?_⟩
  -- the expectation value is linear in the matrix
  have lin : ∀ H K : Matrix n n ℂ,
      expect (H + Complex.I • K) x = expect H x + Complex.I * expect K x := by
    intro H K
    simp only [expect, dotProduct, mulVec, add_apply, smul_apply, smul_eq_mul,
      Finset.mul_sum, ← Finset.sum_add_distrib]
    refine Finset.sum_congr rfl fun i _ => Finset.sum_congr rfl fun j _ => ?_
    ring
  have h := lin (hermPart A) (gainPart A)
  rw [← eq_hermPart_add A] at h
  have h1 := expect_im_eq_zero (hermPart_isHermitian A) x
  have h2 := expect_im_eq_zero (gainPart_isHermitian A) x
  constructor <;> apply Complex.ext <;> simp [h, h1, h2]

end

end CartesianDecomposition
```

Lean reports:

```
Main.lean:96:43: error: Ambiguous term
  add_apply
Possible interpretations:
  _root_.add_apply : ∀ (f g : ?m.105) (x : ?m.106), (f + g) x = f x + g x
  
  Matrix.add_apply : ∀ (A B : Matrix ?m.105 ?m.106 ?m.107) (i : ?m.105) (j : ?m.106), (A + B) i j = A i j + B i j
Main.lean:96:54: error: Ambiguous term
  smul_apply
Possible interpretations:
  _root_.smul_apply : ∀ (f : ?m.106) (r : ?m.105) (x : ?m.107), (r • f) x = r • f x
  
  Matrix.smul_apply : ∀ (r : ?m.108) (A : Matrix ?m.105 ?m.106 ?m.107) (i : ?m.105) (j : ?m.106),
    (r • A) i j = r • A i j
Try this:
  [apply] ring_nf
  
  The `ring` tactic failed to close the goal. Use `ring_nf` to obtain a normal form.
    
  Note that `ring` works primarily in *commutative* rings. If you have a noncommutative ring, abelian group or module, consider using `noncomm_ring`, `abel` or `module` instead.
Main.lean:94:76: error: unsolved goals
n : Type u_1
inst✝ : Fintype n
A : Matrix n n ℂ
x : n → ℂ
H K : Matrix n n ℂ
i : n
x✝¹ : i ∈ Finset.univ
j : n
x✝ : j ∈ Finset.univ
⊢ star x i * (H + Complex.I • K) i j * x j = star x i * x j * H i j + star x i * x j * Complex.I * K i j
Main.lean:96:66: warning: This simp argument is unused:
  smul_eq_mul

Hint: Omit it from the simp argument list.
  [apply] simp only [expect, dotProduct, mulVec, add_apply, smul_apply, Finset.mul_sum, ← Finset.sum_add_distrib]

Note: This linter can be disabled with `set_option linter.unusedSimpArgs false`
```

The two errors about ambiguous terms are the root of the failure. Because the file has `open Matrix`, the short name `add_apply` can mean either `_root_.add_apply` or `Matrix.add_apply`, and `smul_apply` is ambiguous in the same way. Lean could not settle on one reading of either name.

The other messages follow from this. Without the two lemmas, `simp only` left the entry `(H + Complex.I • K) i j` unexpanded, as the unsolved goal shows. `ring` does not split a matrix entry into the entries of its summands, so it could not match the two sides, and the suggested `ring_nf` would not supply the missing step. `smul_eq_mul` was reported unused because no scalar multiple of an entry had been exposed for it to rewrite.

The repair writes `Matrix.add_apply` and `Matrix.smul_apply` in full. The entry now expands to `H i j + Complex.I • K i j`, `smul_eq_mul` turns the scalar action into multiplication, and `ring` closes the goal.

This version goes through:

```diff
@@ -94,5 +94,5 @@
       expect (H + Complex.I • K) x = expect H x + Complex.I * expect K x := by
     intro H K
-    simp only [expect, dotProduct, mulVec, add_apply, smul_apply, smul_eq_mul,
+    simp only [expect, dotProduct, mulVec, Matrix.add_apply, Matrix.smul_apply, smul_eq_mul,
       Finset.mul_sum, ← Finset.sum_add_distrib]
     refine Finset.sum_congr rfl fun i _ => Finset.sum_congr rfl fun j _ => ?_
```
